# The inequality 1 − t ≤ e^(−2t)(1 + t) for non-negative t

For every real number t ≥ 0, the lemma states that 1 − t is at most e^(−2t)(1 + t). It is a purely analytic inequality: t is a dimensionless real number, and the statement involves no Hamiltonian, state or other physical model. The attempt shows that the function e^(2t)(1 − t) − (1 + t) has a non-positive derivative and so never rises above its value at the origin, which is zero. This gives e^(2t)(1 − t) ≤ 1 + t, and multiplying by the positive factor e^(−2t) should then yield the claim.

This version doesn't compile in Lean 4 with Mathlib:

```lean
import Mathlib

open Polynomial

namespace OneSubLeExp

noncomputable section

/-- For `t ≥ 0`, `1 - t` is at most `exp(-2t) (1 + t)`. -/
theorem one_sub_le_exp {t : ℝ} (ht : 0 ≤ t) :
    1 - t ≤ Real.exp (-(2 * t)) * (1 + t) := by
  have hd : ∀ t : ℝ, HasDerivAt (fun t : ℝ => Real.exp (2 * t) * (1 - t) - (1 + t))
      (Real.exp (2 * t) * (1 - 2 * t) - 1) t := by
    intro t
    have h0 : HasDerivAt (fun t : ℝ => 2 * t) 2 t := by
      simpa using (hasDerivAt_id' t).const_mul (2 : ℝ)
    have h2 : HasDerivAt (fun t : ℝ => 1 - t) (-1) t := (hasDerivAt_id' t).const_sub 1
    have h3 : HasDerivAt (fun t : ℝ => 1 + t) 1 t := (hasDerivAt_id' t).const_add 1
    exact ((h0.exp.fun_mul h2).fun_sub h3).congr_deriv (by ring)
  have hE : ∀ t : ℝ, Real.exp (2 * t) * Real.exp (-(2 * t)) = 1 := by
    intro t
    rw [← Real.exp_add, add_neg_cancel, Real.exp_zero]
  -- the difference decreases from the value zero at the origin
  have hanti := antitone_of_deriv_nonpos (fun t => (hd t).differentiableAt) (fun t => by
    rw [(hd t).deriv]
    have h := mul_le_mul_of_nonneg_left (Real.add_one_le_exp (-(2 * t)))
      (Real.exp_pos (2 * t)).le
    linarith [hE t])
  have h := hanti ht
  norm_num at h
  have h' := mul_le_mul_of_nonneg_left h (Real.exp_pos (-(2 * t))).le
  linear_combination h' + (1 - t) * hE t

end

end OneSubLeExp
```

Messages:

```
Main.lean:32:2: error: ring failed, ring expressions not equal up to an additive constant
t : ℝ
ht : 0 ≤ t
hd : ∀ (t : ℝ), HasDerivAt (fun t => Real.exp (2 * t) * (1 - t) - (1 + t)) (Real.exp (2 * t) * (1 - 2 * t) - 1) t
hE : ∀ (t : ℝ), Real.exp (2 * t) * Real.exp (-(2 * t)) = 1
hanti : Antitone fun t => Real.exp (2 * t) * (1 - t) - (1 + t)
h : Real.exp (2 * t) * (1 - t) ≤ 1 + t
h' : Real.exp (-(2 * t)) * (Real.exp (2 * t) * (1 - t)) ≤ Real.exp (-(2 * t)) * (1 + t)
⊢ 2 - t * 2 + t * Real.exp (-(2 * t)) * Real.exp (2 * t) * 2 - Real.exp (-(2 * t)) * Real.exp (2 * t) * 2 ≤ 0
```

What went wrong. The single error is a wrong sign in the last step. The inequality `h'` has e^(−2t)e^(2t)(1 − t) on its left, where the goal has just 1 − t. The identity `hE t`, which says that the two exponentials multiply to 1, is there to remove this difference.

`linear_combination` moves everything to one side, subtracts the proposed combination from the goal, and leaves the remainder to `ring`. With `+ (1 - t) * hE t` the difference is doubled instead of cancelled: the remainder in the message is 2(1 − t)(1 − e^(−2t)e^(2t)). This is in fact zero, but only because of `hE t`, and the message shows that `ring` leaves the product of exponentials as it stands.

With `- (1 - t) * hE t` the terms cancel by algebra alone, so `ring` can close the goal.

After these edits no error is left:

```diff
@@ -30,5 +30,5 @@
   norm_num at h
   have h' := mul_le_mul_of_nonneg_left h (Real.exp_pos (-(2 * t))).le
-  linear_combination h' + (1 - t) * hE t
+  linear_combination h' - (1 - t) * hE t
 
 end
```
